# A double-well ring with antiphase coupling reaches zero energy only at even length

Place $N \ge 1$ sites on a periodic ring, give site $n$ a real displacement $u_n$, and let the energy be

$$E(u) = \sum_{n=0}^{N-1} \left[(u_n^2-1)^2 + (u_n+u_{n+1})^2\right], \qquad u_N = u_0 .$$

Some pattern has $E(u)=0$ if and only if $N$ is even. In that case there are exactly two such patterns, $u_n=(-1)^n$ and its negative. If $N$ is odd, every pattern costs at least $3/4$, however long the ring is, and the alternating pattern cut off at the seam costs exactly $4$.

The first term is a local double well, which stands for an ion that, without the springs, is unstable at its symmetric position and is stabilised by anharmonicity. The second is a spring that favours opposite displacements on neighbouring sites. Units of length and energy are chosen so that the wells lie at $\pm 1$ and the first term has coefficient one. Giving the spring the same coefficient is a choice of its relative strength, not of units, and the numbers $3/4$ and $4$ depend on it. The alternating pattern is a frozen distortion that doubles the unit cell. For supercell calculations the lesson, within this classical chain with one displacement per cell, is that a periodic supercell of odd length cannot reproduce the ground state of the two-site cell, even if it is much larger.

## Signs around the ring

Every term of $E$ is a square, so $E(u)=0$ holds exactly when every term vanishes:

$$u_n^2 = 1 \quad\text{and}\quad u_{n+1} = -u_n \quad\text{for all } n .$$

Start at site 0 and apply the second condition $k$ times. This gives $u_k = (-1)^k u_0$, and the first condition leaves $u_0 = 1$ or $u_0 = -1$. So at most two patterns are possible. They satisfy the conditions on every bond inside the sequence $0,1,\dots,N-1$. The remaining bond, the seam, joins site $N-1$ to site 0. If $N$ is even, then $(-1)^{N-1} = -1$ is opposite to $(-1)^0 = 1$, and the ring closes without a mismatch.

For odd $N$ we want more than the failure of this closure: we want a lower bound for every pattern. First, some bond must satisfy $u_n u_{n+1} \ge 0$. Suppose instead that all these products were negative. Then each $-u_n u_{n+1}$ would be positive, and so would their product. But each displacement occurs exactly twice among the factors of the bond products (for $N=1$, both times in the same bond), so

$$\prod_n \left(-u_n u_{n+1}\right) = (-1)^N \Big(\prod_n u_n\Big)^2 = -\Big(\prod_n u_n\Big)^2 \le 0 ,$$

a contradiction.

Now take a bond with $u_n u_{n+1} \ge 0$ and write $x = u_n^2$. Expanding the spring term gives

$$(u_n+u_{n+1})^2 = x + 2u_n u_{n+1} + u_{n+1}^2 \ge x ,$$

and therefore the energy assigned to site $n$ is at least

$$(x-1)^2 + x = \left(x-\tfrac12\right)^2 + \tfrac34 \ge \tfrac34 .$$

All other site energies are nonnegative, so $E(u) \ge 3/4$.

The alternating pattern on an odd ring has $u_{N-1} = (-1)^{N-1} = 1$ and $u_0 = 1$. All wells are satisfied and so are all bonds except the seam, which costs $(1+1)^2 = 4$.

Dividing by $N$ shows that the lowest energy per site of an odd ring lies between $3/(4N)$ and $4/N$. A comparison per site therefore makes the mismatch look smaller as the ring grows, although its total cost never falls below $3/4$.

## Three sites and four sites

On three sites, the pattern $(1,-1,1)$ has site energies $0$, $0$ and $4$, with the whole cost on the bond from site 2 back to site 0.

The pattern $(1,-1,0)$ does better. Site 0 costs $0$. Site 1 costs $0 + (-1+0)^2 = 1$. Site 2 costs $(0-1)^2 + (0+1)^2 = 2$. The total is $3$, so the truncated alternating pattern is not the best one on this ring. The bond products are $-1$, $0$ and $0$, which shows why the sign argument yields a nonnegative product and not a strictly positive one.

On four sites, $(1,-1,1,-1)$ satisfies every well and every bond, including the seam, and its energy is $0$.

## The ring and its energy in Lean

The sites are the elements of `ZMod N`, the integers modulo $N$, so `n + 1` is already the periodic neighbour and no separate boundary condition is needed. A displacement pattern is a function `ZMod N → ℝ`.

```lean
import Mathlib

open Finset

namespace AntiphaseRing

noncomputable section
```

The energy of a site contains its own well and the bond to the next site. Each bond is thus counted once, by the site at its start.

```lean
/-- Energy assigned to site `n` of a periodic ring: a double well with minima at `u = ±1`, and
a bond to the next site that favours opposite displacements. -/
def siteEnergy {N : ℕ} (u : ZMod N → ℝ) (n : ZMod N) : ℝ :=
  (u n ^ 2 - 1) ^ 2 + (u n + u (n + 1)) ^ 2
```

The total energy is the sum over all sites. The assumption `NeZero N` expresses $N \ge 1$. The smallest rings are included with their literal meaning: for $N=1$ the site is its own neighbour, and for $N=2$ the two sites are joined by two bonds.

```lean
/-- Total energy of a displacement pattern on a ring of `N ≥ 1` sites. -/
def energy {N : ℕ} [NeZero N] (u : ZMod N → ℝ) : ℝ :=
  ∑ n, siteEnergy u n
```

The alternating pattern uses `n.val`, the representative of `n` among $0,\dots,N-1$. This fixes where the seam lies: between the last label and label 0. The definition makes sense for odd $N$ too, where it describes the truncated pattern.

```lean
/-- The pattern `+1, -1, +1, ...` written on the sites `0, 1, ..., N - 1`. -/
def alternating (N : ℕ) (n : ZMod N) : ℝ := (-1) ^ n.val
```

The model is static and one-dimensional, with a scalar displacement on each site. Temperature, strain and phonon frequencies do not enter, so the theorems concern the distorted ground state and not the transition that leads to it.

## Zero energy as a condition on each site

A site energy is a sum of two squares, hence nonnegative.

```lean
/-- The energy of each site is nonnegative. -/
theorem siteEnergy_nonneg {N : ℕ} (u : ZMod N → ℝ) (n : ZMod N) :
    0 ≤ siteEnergy u n := by
  unfold siteEnergy
  positivity
```

The next theorem turns the global equation `energy u = 0` into the two local conditions found above. A sum of nonnegative terms vanishes only if each term does, which is the content of `Finset.sum_eq_zero_iff_of_nonneg`. Within one site, `h1` and `h2` show that both squares are zero, and `h3` and `h4` remove the squares. The converse is direct substitution. No parity is assumed here.

```lean
/-- The energy vanishes exactly when every site sits in a well and every displacement is
opposite to the one before it. -/
theorem energy_eq_zero_iff {N : ℕ} [NeZero N] (u : ZMod N → ℝ) :
    energy u = 0 ↔ ∀ n, u n ^ 2 = 1 ∧ u (n + 1) = -u n := by
  unfold energy
  rw [Finset.sum_eq_zero_iff_of_nonneg (fun n _ => siteEnergy_nonneg u n)]
  constructor
  · intro h n
    have h0 : (u n ^ 2 - 1) ^ 2 + (u n + u (n + 1)) ^ 2 = 0 := h n (Finset.mem_univ n)
    -- a sum of two squares vanishes only if both do
    have h1 : (u n ^ 2 - 1) ^ 2 = 0 :=
      le_antisymm (by linarith [sq_nonneg (u n + u (n + 1))]) (sq_nonneg _)
    have h2 : (u n + u (n + 1)) ^ 2 = 0 := by linarith
    have h3 := pow_eq_zero_iff (two_ne_zero) |>.mp h1
    have h4 := pow_eq_zero_iff (two_ne_zero) |>.mp h2
    exact ⟨by linarith, by linarith⟩
  · intro h n _
    unfold siteEnergy
    rw [(h n).1, (h n).2]
    ring
```

## The cost of an odd ring

The existence of a bond with nonnegative product is proved by contradiction, as in the derivation. `hpos` says that the product of all the negated bond products is positive. `hshift` says that moving every site by one step only reorders the factors, so $\prod_n u_{n+1} = \prod_n u_n$. The rewriting then separates the factor $(-1)^N$, which oddness turns into $-1$, and the last line compares a positive number with minus a square.

```lean
/-- On a ring with an odd number of sites, the displacements cannot change sign across every
bond: some neighbouring pair has a nonnegative product. -/
theorem exists_frustrated_bond {N : ℕ} [NeZero N] (hN : Odd N) (u : ZMod N → ℝ) :
    ∃ n, 0 ≤ u n * u (n + 1) := by
  by_contra! h
  have hpos : 0 < ∏ n : ZMod N, ((-1 : ℝ) * (u n * u (n + 1))) :=
    Finset.prod_pos fun n _ => by linarith [h n]
  have hshift : ∏ n : ZMod N, u (n + 1) = ∏ n : ZMod N, u n :=
    Equiv.prod_comp (Equiv.addRight (1 : ZMod N)) u
  -- each displacement occurs twice among the factors, so the product is minus a square
  rw [Finset.prod_mul_distrib, Finset.prod_mul_distrib, hshift, Finset.prod_const,
    Finset.card_univ, ZMod.card, hN.neg_one_pow] at hpos
  linarith [mul_self_nonneg (∏ n : ZMod N, u n)]
```

The lower bound selects such a bond. `hle` states that one site energy is at most the total, because the others are nonnegative. `hsite` is the estimate by completing the square: the two squares supplied to `nlinarith` are $(u_n^2-\tfrac12)^2$ and $u_{n+1}^2$, and the nonnegative product `hn` provides the rest.

The theorem gives a lower bound and does not identify the minimum. In fact equality is impossible: it would need $u_n^2 = \tfrac12$ and $u_{n+1}=0$, which conflict if $N=1$, while on a longer ring the undisplaced site $n+1$ would add at least $1$ from its own well.

```lean
/-- Every displacement pattern on an odd ring costs an energy of at least `3/4`, whatever the
length of the ring. -/
theorem odd_ring_gap {N : ℕ} [NeZero N] (hN : Odd N) (u : ZMod N → ℝ) :
    3 / 4 ≤ energy u := by
  obtain ⟨n, hn⟩ := exists_frustrated_bond hN u
  have hle : siteEnergy u n ≤ energy u :=
    Finset.single_le_sum (f := siteEnergy u) (fun m _ => siteEnergy_nonneg u m)
      (Finset.mem_univ n)
  have hsite : 3 / 4 ≤ siteEnergy u n := by
    unfold siteEnergy
    nlinarith [sq_nonneg (u n ^ 2 - 1 / 2), sq_nonneg (u (n + 1))]
  exact hsite.trans hle
```

## Closing the even ring

Two small lemmas describe the alternating pattern. The first records how labels change under a step: they increase by one and wrap around modulo $N$.

```lean
/-- Stepping to the next site raises the site label by one, modulo the length of the ring. -/
theorem val_succ {N : ℕ} [NeZero N] (n : ZMod N) : (n + 1).val = (n.val + 1) % N := by
  rw [ZMod.val_add, ZMod.val_one_eq_one_mod, Nat.add_mod_mod]
```

The second says that every site of the pattern sits in a well, for any $N$.

```lean
/-- The alternating pattern has unit amplitude on every site. -/
theorem alternating_sq {N : ℕ} (n : ZMod N) : alternating N n ^ 2 = 1 := by
  unfold alternating
  rw [← pow_mul, mul_comm, pow_mul]
  norm_num
```

For even $N$, the zero-energy patterns can now be listed. In the forward direction, `hk` is the induction $u_k = (-1)^k u_0$, carried out over natural numbers $k$, and `hu` transfers it to the sites through their labels. The helper stated after `where` factors $u_0^2-1$ as $(u_0-1)(u_0+1)$, which leaves the two global signs.

The backward direction is where evenness enters. `hmod` shows that reducing an exponent modulo an even $N$ does not change the power of $-1$. Together with `val_succ` this gives `hs`, the sign change across every bond. The seam needs no separate treatment. Both patterns then satisfy the local conditions.

```lean
/-- On an even ring the zero-energy patterns are exactly the alternating pattern and its
negative. -/
theorem even_ring_ground_states {N : ℕ} [NeZero N] (hN : Even N) (u : ZMod N → ℝ) :
    energy u = 0 ↔ u = alternating N ∨ u = -alternating N := by
  rw [energy_eq_zero_iff]
  constructor
  · intro h
    -- the displacement at site 0 determines all the others
    have hk : ∀ k : ℕ, u (k : ZMod N) = (-1) ^ k * u 0 := by
      intro k
      induction k with
      | zero => simp
      | succ k ih =>
        rw [Nat.cast_succ, (h _).2, ih, pow_succ]
        ring
    have hu : ∀ n, u n = alternating N n * u 0 := by
      intro n
      have hn := hk n.val
      rw [ZMod.natCast_zmod_val] at hn
      exact hn
    rcases sq_eq_one_iff_of_ne_zero_or (h 0).1 with h0 | h0
    · left
      funext n
      rw [hu n, h0, mul_one]
    · right
      funext n
      rw [hu n, h0, Pi.neg_apply]
      ring
  · -- an even ring closes without a mismatch
    have hmod : ∀ m : ℕ, (-1 : ℝ) ^ (m % N) = (-1) ^ m := by
      intro m
      have hm : (-1 : ℝ) ^ (m % N + N * (m / N)) = (-1) ^ (m % N) := by
        rw [pow_add, pow_mul, hN.neg_one_pow, one_pow, mul_one]
      rw [← hm, Nat.mod_add_div]
    have hs : ∀ n, alternating N (n + 1) = -alternating N n := by
      intro n
      unfold alternating
      rw [val_succ, hmod, pow_succ]
      ring
    rintro (rfl | rfl) n
    · exact ⟨alternating_sq n, hs n⟩
    · simp only [Pi.neg_apply]
      exact ⟨by rw [neg_sq, alternating_sq], by rw [hs]⟩
where
  sq_eq_one_iff_of_ne_zero_or {x : ℝ} (hx : x ^ 2 = 1) : x = 1 ∨ x = -1 := by
    have hfac : (x - 1) * (x + 1) = 0 := by linear_combination hx
    rcases mul_eq_zero.mp hfac with h | h
    · exact Or.inl (by linarith)
    · exact Or.inr (by linarith)
```

The main theorem has two parts. The first states that a pattern `u` with `energy u = 0` exists exactly when `N` is even. The second states that, for even `N`, `alternating N` and `-alternating N` are different functions and that a pattern has zero energy exactly when it is one of them. Together these say that there are two ground states, neither more nor fewer.

In the proof, a zero-energy pattern on an odd ring would contradict the bound $3/4$, and on an even ring the alternating pattern is an explicit example. If the two patterns were equal, their common value at site 0 would be its own negative, hence zero, while its square is one.

```lean
/-- A ring of `N ≥ 1` sites has a zero-energy pattern if and only if `N` is even, and then
there are exactly two: the alternating pattern and its negative. -/
theorem zero_energy_iff_even (N : ℕ) [NeZero N] :
    ((∃ u : ZMod N → ℝ, energy u = 0) ↔ Even N) ∧
      (Even N → alternating N ≠ -alternating N ∧
        ∀ u : ZMod N → ℝ, energy u = 0 ↔ u = alternating N ∨ u = -alternating N) := by
  refine ⟨⟨?_, ?_⟩, fun hN => ⟨?_, even_ring_ground_states hN⟩⟩
  · rintro ⟨u, hu⟩
    by_contra hN
    linarith [odd_ring_gap (Nat.not_even_iff_odd.mp hN) u]
  · intro hN
    exact ⟨alternating N, (even_ring_ground_states hN _).2 (Or.inl rfl)⟩
  · intro h
    have h0 := congrFun h 0
    rw [Pi.neg_apply] at h0
    have h1 := alternating_sq (0 : ZMod N)
    have h2 : alternating N 0 = 0 := by linarith
    rw [h2] at h1
    norm_num at h1
```

## The mismatch at the seam

The last theorem evaluates the truncated pattern on an odd ring. `Finset.sum_eq_single` reduces the sum to the site labelled $N-1$, provided that all others contribute zero. At that site, `hend` uses that $N-1$ is even and `hnext` uses that the next label wraps to 0, so both displacements are $+1$ and the site energy is $4$. For every other site the label increases without wrapping, the sign changes, and the site energy vanishes. When $N=1$ there are no other sites, and the single site, coupled to itself, carries the full cost.

```lean
/-- On an odd ring the alternating pattern, which meets itself with equal signs at the seam,
has energy exactly `4`, whatever the length of the ring. -/
theorem odd_ring_alternating_energy {N : ℕ} [NeZero N] (hN : Odd N) :
    energy (alternating N) = 4 := by
  have hNpos : 0 < N := NeZero.pos N
  have hlast : ((N - 1 : ℕ) : ZMod N).val = N - 1 := ZMod.val_natCast_of_lt (by omega)
  unfold energy
  rw [Finset.sum_eq_single ((N - 1 : ℕ) : ZMod N)]
  · -- the displacements at both ends of the seam are +1
    have hnext : alternating N (((N - 1 : ℕ) : ZMod N) + 1) = 1 := by
      unfold alternating
      rw [val_succ, hlast, Nat.sub_add_cancel hNpos, Nat.mod_self, pow_zero]
    have hend : alternating N ((N - 1 : ℕ) : ZMod N) = 1 := by
      have heven : Even (N - 1) := by
        obtain ⟨k, hk⟩ := hN
        exact ⟨k, by omega⟩
      unfold alternating
      rw [hlast]
      exact heven.neg_one_pow
    unfold siteEnergy
    rw [hnext, hend]
    norm_num
  · -- every other bond is satisfied
    intro n _ hn
    have hne : n.val ≠ N - 1 := fun h => hn (by rw [← h, ZMod.natCast_zmod_val])
    have hlt : n.val + 1 < N := by
      have := ZMod.val_lt n
      omega
    have hs : alternating N (n + 1) = -alternating N n := by
      unfold alternating
      rw [val_succ, Nat.mod_eq_of_lt hlt, pow_succ]
      ring
    unfold siteEnergy
    rw [hs, alternating_sq]
    ring
  · intro h
    exact absurd (Finset.mem_univ _) h

end

end AntiphaseRing
```

```lean
#print axioms AntiphaseRing.zero_energy_iff_even
#print axioms AntiphaseRing.odd_ring_alternating_energy
```

```
'AntiphaseRing.zero_energy_iff_even' depends on axioms: [propext, Classical.choice, Quot.sound]
'AntiphaseRing.odd_ring_alternating_energy' depends on axioms: [propext, Classical.choice, Quot.sound]
```
